# Successive group transformations of an operator family compose according to the group product

A group element $g$ acts on a finite family of operators $T_a$, given as complex matrices between two finite-dimensional spaces, by $T_a \mapsto \sum_b R(g^{-1})_{ba}\, D_1(g)\, T_b\, D_2(g^{-1})$. The lemma `transform_mul` states that acting with $h$ and then with $g$ is the same as acting once with $gh$. Here $D_1$, $D_2$ and $R$ are matrix representations of an arbitrary group; they need not be unitary, and the family $T$ is arbitrary. The proof first gathers the matrices acting on each operator into those of $gh$, in the step `key`, and then combines the two mixings of the labels with `mix_mix`.

In Lean, a first try:

```lean
import Mathlib

open Matrix Module

namespace TransformMul

noncomputable section

variable {G m n r : Type*} [Group G] [Fintype m] [Fintype n] [Fintype r]
  [DecidableEq m] [DecidableEq n] [DecidableEq r]

/-- The action of a group element on an arbitrary operator family: the operators are
transformed by `D1` and `D2`, and their labels are mixed by the inverse of `R g`. -/
def transform (D1 : G →* Matrix m m ℂ) (D2 : G →* Matrix n n ℂ)
    (R : G →* Matrix r r ℂ) (g : G) : (r → Matrix m n ℂ) →ₗ[ℂ] (r → Matrix m n ℂ) where
  toFun T a := ∑ b, R g⁻¹ b a • (D1 g * T b * D2 g⁻¹)
  map_add' S T := by
    funext a
    simp only [Pi.add_apply, Matrix.mul_add, Matrix.add_mul, smul_add,
      Finset.sum_add_distrib]
  map_smul' c T := by
    funext a
    simp only [Pi.smul_apply, RingHom.id_apply, Matrix.mul_smul, Matrix.smul_mul,
      Finset.smul_sum]
    exact Finset.sum_congr rfl fun b _ => smul_comm _ _ _

omit [Fintype m] [Fintype n] [DecidableEq m] [DecidableEq n] [DecidableEq r] in
/-- Mixing the labels of an operator family by two matrices in succession is mixing them
by the matrix product. -/
theorem mix_mix (A B : Matrix r r ℂ) (X : r → Matrix m n ℂ) (a : r) :
    ∑ b, B b a • ∑ c, A c b • X c = ∑ c, (A * B) c a • X c := by
  simp only [Finset.smul_sum, smul_smul, Matrix.mul_apply, Finset.sum_smul]
  rw [Finset.sum_comm]
  exact Finset.sum_congr rfl fun c _ => Finset.sum_congr rfl fun b _ => by rw [mul_comm]

/-- Transforming an operator family by `h` and then by `g` is transforming it by `g * h`. -/
theorem transform_mul (D1 : G →* Matrix m m ℂ) (D2 : G →* Matrix n n ℂ)
    (R : G →* Matrix r r ℂ) (g h : G) (T : r → Matrix m n ℂ) :
    transform D1 D2 R g (transform D1 D2 R h T) = transform D1 D2 R (g * h) T := by
  funext a
  change ∑ b, R g⁻¹ b a • (D1 g * (∑ c, R h⁻¹ c b • (D1 h * T c * D2 h⁻¹)) * D2 g⁻¹)
    = ∑ c, R (g * h)⁻¹ c a • (D1 (g * h) * T c * D2 (g * h)⁻¹)
  have key : ∀ b, D1 g * (∑ c, R h⁻¹ c b • (D1 h * T c * D2 h⁻¹)) * D2 g⁻¹
      = ∑ c, R h⁻¹ c b • (D1 (g * h) * T c * D2 (g * h)⁻¹) := by
    intro b
    simp only [Matrix.mul_sum, Matrix.sum_mul, Matrix.mul_smul, Matrix.smul_mul,
      mul_inv_rev, map_mul, Matrix.mul_assoc]
  simp_rw [key]
  rw [mix_mix (R h⁻¹) (R g⁻¹), ← map_mul R, ← mul_inv_rev]

end

end TransformMul
```

Messages:

```
Main.lean:47:6: error: Ambiguous term
  mul_inv_rev
Possible interpretations:
  _root_.mul_inv_rev : ∀ (a b : ?m.222), (a * b)⁻¹ = b⁻¹ * a⁻¹
  
  Matrix.mul_inv_rev : ∀ (A B : Matrix ?m.222 ?m.222 ?m.223), (A * B)⁻¹ = B⁻¹ * A⁻¹
Main.lean:44:62: error: unsolved goals
G : Type u_1
m : Type u_2
n : Type u_3
r : Type u_4
inst✝⁶ : Group G
inst✝⁵ : Fintype m
inst✝⁴ : Fintype n
inst✝³ : Fintype r
inst✝² : DecidableEq m
inst✝¹ : DecidableEq n
inst✝ : DecidableEq r
D1 : G →* Matrix m m ℂ
D2 : G →* Matrix n n ℂ
R : G →* Matrix r r ℂ
g h : G
T : r → Matrix m n ℂ
a b : r
⊢ ∑ x, R h⁻¹ x b • (D1 g * (D1 h * (T x * (D2 h⁻¹ * D2 g⁻¹)))) = ∑ x, R h⁻¹ x b • (D1 g * (D1 h * (T x * D2 (g * h)⁻¹)))
Main.lean:49:46: error: Ambiguous term
  mul_inv_rev
Possible interpretations:
  _root_.mul_inv_rev : ∀ (a b : ?m.247), (a * b)⁻¹ = b⁻¹ * a⁻¹
  
  Matrix.mul_inv_rev : ∀ (A B : Matrix ?m.247 ?m.247 ?m.248), (A * B)⁻¹ = B⁻¹ * A⁻¹
Main.lean:39:81: error: unsolved goals
G : Type u_1
m : Type u_2
n : Type u_3
r : Type u_4
inst✝⁶ : Group G
inst✝⁵ : Fintype m
inst✝⁴ : Fintype n
inst✝³ : Fintype r
inst✝² : DecidableEq m
inst✝¹ : DecidableEq n
inst✝ : DecidableEq r
D1 : G →* Matrix m m ℂ
D2 : G →* Matrix n n ℂ
R : G →* Matrix r r ℂ
g h : G
T : r → Matrix m n ℂ
a : r
key :
  ∀ (b : r),
    (D1 g * ∑ c, R h⁻¹ c b • (D1 h * T c * D2 h⁻¹)) * D2 g⁻¹ = ∑ c, R h⁻¹ c b • (D1 (g * h) * T c * D2 (g * h)⁻¹)
⊢ ∑ c, R (h⁻¹ * g⁻¹) c a • (D1 (g * h) * T c * D2 (g * h)⁻¹) = ∑ c, R (g * h)⁻¹ c a • (D1 (g * h) * T c * D2 (g * h)⁻¹)
```

Cause. Both "Ambiguous term" errors have the same origin. Because the file has `open Matrix`, the short name `mul_inv_rev` can mean either the general lemma `_root_.mul_inv_rev`, which applies in a group, or `Matrix.mul_inv_rev`, which is about inverses of matrices. Lean does not choose between them here.

The two "unsolved goals" errors show what is missing as a result. In `key`, the other `simp only` lemmas have done their work, but `D2 (g * h)⁻¹` has not been split to match `D2 h⁻¹ * D2 g⁻¹`. In the last line, the first two rewrites have succeeded, but `R (h⁻¹ * g⁻¹)` has still to become `R (g * h)⁻¹`.

In both places the inverse is taken of a group element, inside the argument of the representation, so the group lemma is the one needed. Writing `_root_.mul_inv_rev` selects it: in `simp only` it expands the inverse of the product, and in the final `rw`, used from right to left, it reassembles that inverse, making the two sides identical.

This version goes through:

```diff
@@ -45,7 +45,7 @@
     intro b
     simp only [Matrix.mul_sum, Matrix.sum_mul, Matrix.mul_smul, Matrix.smul_mul,
-      mul_inv_rev, map_mul, Matrix.mul_assoc]
+      _root_.mul_inv_rev, map_mul, Matrix.mul_assoc]
   simp_rw [key]
-  rw [mix_mix (R h⁻¹) (R g⁻¹), ← map_mul R, ← mul_inv_rev]
+  rw [mix_mix (R h⁻¹) (R g⁻¹), ← map_mul R, ← _root_.mul_inv_rev]
 
 end
```
